# Newton–Schulz steps drive the orthonormality error to zero when it starts below one in a submultiplicative norm

Orbitals expanded in overlapping atomic basis functions generally lose their orthonormality when their coefficients are updated freely. Let $S$ be the Hermitian overlap matrix and let the columns of $X_0$ hold the orbital coefficients. I can try to repair the orbitals using only matrix products, sums, scalings and conjugate transposes (written $\mathrm H$), by iterating

$$X_{k+1}=\tfrac12X_k(3-Z_k),\qquad Z_k=X_k^{\mathrm H}SX_k,$$

where 3 means three times the identity. The error $E_k=1-Z_k$ should then obey $E_{k+1}=(3E_k^2+E_k^3)/4$, and vanish in the limit if $\|E_0\|<1$ in a submultiplicative norm. Can this be made rigorous and checked by machine?

## The error recursion and its quadratic bound

Yes. Write $W_k=(3-Z_k)/2=1+E_k/2$. Since $S$ is Hermitian, so are $Z_k$ and $W_k$, and therefore

$$Z_{k+1}=W_k^{\mathrm H}Z_kW_k=(1+\tfrac12E_k)(1-E_k)(1+\tfrac12E_k).$$

All factors are polynomials in $E_k$, so they commute:

$$Z_{k+1}=(1-E_k)(1+E_k+\tfrac14E_k^2)=1-\tfrac34E_k^2-\tfrac14E_k^3.$$

Subtracting this from 1 gives the recursion.

Now let $e_k=\|E_k\|$, with $e_0<1$. The triangle inequality and submultiplicativity give $e_{k+1}\le(3e_k^2+e_k^3)/4$. If $e_k\le e_0^{2^k}$, then $e_k\le1$, so $e_k^3\le e_k^2$ and

$$e_{k+1}\le e_k^2\le e_0^{2^{k+1}}.$$

By induction the bound holds for all $k$, and since $k<2^k$, $e_k\le e_0^{2^k}\le e_0^k\to0$.

To pass from the norm to the matrix, let $P_i$ be the diagonal projector onto index $i$ and $D_{ij}$ the matrix with a single 1 at position $(i,j)$. For any matrix $A$, $P_iAP_j=A_{ij}D_{ij}$, hence

$$|A_{ij}|\le\frac{\|P_i\|\,\|P_j\|}{\|D_{ij}\|}\,\|A\|.$$

Every entry of $E_k$ therefore tends to zero.

## Orbitals, overlaps and norms in Lean

The finite types `n` and `m` label basis functions and orbitals, so `X` may be rectangular. `gram S X` is $Z$, `defect S X` is $E$, and `iter S X₀ k` is $X_k$. A `SubmultNorm` is any function `val` with the norm axioms and submultiplicativity; the identity need not have norm one.

The main theorem, `newtonSchulz_converges`, assumes that `S` is Hermitian and that the initial error has norm below one. The second condition limits how far the starting orbitals may be from orthonormal. It concludes both the bound $e_k\le e_0^{2^k}$ and $E_k\to0$ as a matrix. Positive definiteness of `S` is not assumed.

`limit_orthonormal` adds that if the iterates converge to some $X$, then $X^{\mathrm H}SX=1$. Convergence of the orbitals themselves is a hypothesis there, and the limit is not identified with the Löwdin orbitals.

For electronic structure, this justifies re-orthonormalising orbitals without diagonalisation, in a finite basis, in exact arithmetic and from a start that meets the norm condition.

```lean
import Mathlib

open Matrix Filter Topology

namespace NewtonSchulzOrthogonalisation

noncomputable section

variable {n m : Type*} [Fintype n] [Fintype m] [DecidableEq m]

/-- The overlap matrix `Z = Xᴴ S X` of the orbitals whose coefficients are the columns of `X`. -/
def gram (S : Matrix n n ℂ) (X : Matrix n m ℂ) : Matrix m m ℂ := Xᴴ * S * X

/-- The orthonormality error `E = 1 - Z` of the orbitals `X`. -/
def defect (S : Matrix n n ℂ) (X : Matrix n m ℂ) : Matrix m m ℂ := 1 - gram S X

/-- One Newton-Schulz step, `X ↦ X (3 - Z) / 2`. -/
def newtonStep (S : Matrix n n ℂ) (X : Matrix n m ℂ) : Matrix n m ℂ :=
  X * ((1 / 2 : ℂ) • ((3 : ℂ) • (1 : Matrix m m ℂ) - gram S X))

/-- The orbitals after `k` Newton-Schulz steps from the starting orbitals `X₀`. -/
def iter (S : Matrix n n ℂ) (X₀ : Matrix n m ℂ) : ℕ → Matrix n m ℂ
  | 0 => X₀
  | k + 1 => newtonStep S (iter S X₀ k)

/-- A submultiplicative norm on square complex matrices. -/
structure SubmultNorm (m : Type*) [Fintype m] where
  /-- The value of the norm. -/
  val : Matrix m m ℂ → ℝ
  nonneg : ∀ A, 0 ≤ val A
  eq_zero : ∀ A, val A = 0 → A = 0
  add_le : ∀ A B, val (A + B) ≤ val A + val B
  smul_eq : ∀ (c : ℂ) A, val (c • A) = ‖c‖ * val A
  mul_le : ∀ A B, val (A * B) ≤ val A * val B

omit [DecidableEq m] in
/-- Mixing the orbitals by a matrix `W` turns their overlap matrix `Z` into `Wᴴ Z W`. -/
theorem gram_mul (S : Matrix n n ℂ) (X : Matrix n m ℂ) (W : Matrix m m ℂ) :
    gram S (X * W) = Wᴴ * gram S X * W := by
  simp only [gram, Matrix.conjTranspose_mul, Matrix.mul_assoc]

/-- For a Hermitian overlap matrix, one Newton-Schulz step changes the error `E` into
`(3 E² + E³) / 4`. -/
theorem defect_newtonStep {S : Matrix n n ℂ} (hS : S.IsHermitian) (X : Matrix n m ℂ) :
    defect S (newtonStep S X)
      = (1 / 4 : ℂ) • ((3 : ℂ) • defect S X ^ 2 + defect S X ^ 3) := by
  have hZ : (gram S X)ᴴ = gram S X := by
    simp only [gram, Matrix.conjTranspose_mul, Matrix.conjTranspose_conjTranspose, hS.eq,
      Matrix.mul_assoc]
  -- the mixing matrix (3 - Z)/2 is Hermitian
  have hW : ((1 / 2 : ℂ) • ((3 : ℂ) • (1 : Matrix m m ℂ) - gram S X))ᴴ
      = (1 / 2 : ℂ) • ((3 : ℂ) • (1 : Matrix m m ℂ) - gram S X) := by
    simp [Matrix.conjTranspose_smul, Matrix.conjTranspose_sub, hZ]
  unfold defect newtonStep
  rw [gram_mul, hW]
  generalize gram S X = Z
  -- both sides are polynomials in Z
  simp only [pow_succ, pow_zero, one_mul, mul_one, mul_sub, sub_mul, smul_mul_assoc,
    mul_smul_comm, smul_sub, smul_smul, mul_assoc]
  module

/-- For a Hermitian `S`, the error after one step has submultiplicative norm at most `(3 e² + e³) /
4`, where `e` is the norm of the error before it. -/
theorem norm_defect_newtonStep_le (ν : SubmultNorm m) {S : Matrix n n ℂ} (hS : S.IsHermitian)
    (X : Matrix n m ℂ) :
    ν.val (defect S (newtonStep S X))
      ≤ (3 * ν.val (defect S X) ^ 2 + ν.val (defect S X) ^ 3) / 4 := by
  rw [defect_newtonStep hS, ν.smul_eq]
  generalize defect S X = E
  have h2 : ν.val (E ^ 2) ≤ ν.val E ^ 2 := by
    rw [pow_two, pow_two]
    exact ν.mul_le E E
  have h3 : ν.val (E ^ 3) ≤ ν.val E ^ 3 := by
    rw [pow_succ E 2, pow_succ (ν.val E) 2]
    exact (ν.mul_le _ _).trans (mul_le_mul_of_nonneg_right h2 (ν.nonneg E))
  have h := ν.add_le ((3 : ℂ) • E ^ 2) (E ^ 3)
  rw [ν.smul_eq] at h
  have c3 : ‖(3 : ℂ)‖ = 3 := by norm_num
  have c4 : ‖(1 / 4 : ℂ)‖ = 1 / 4 := by norm_num
  rw [c3] at h
  rw [c4]
  linarith

/-- Each matrix entry is bounded by a constant times any given submultiplicative norm. -/
theorem entry_le (ν : SubmultNorm m) (i j : m) :
    ∃ C : ℝ, ∀ A : Matrix m m ℂ, ‖A i j‖ ≤ C * ν.val A := by
  let P : Matrix m m ℂ := Matrix.diagonal (Pi.single i 1)
  let Q : Matrix m m ℂ := Matrix.diagonal (Pi.single j 1)
  let D : Matrix m m ℂ :=
    Matrix.of fun a b => (Pi.single i 1 : m → ℂ) a * (Pi.single j 1 : m → ℂ) b
  have hD : 0 < ν.val D := by
    refine lt_of_le_of_ne (ν.nonneg D) fun h => ?_
    have h1 := congrFun (congrFun (ν.eq_zero D h.symm) i) j
    simp [D] at h1
  refine ⟨ν.val P * ν.val Q / ν.val D, fun A => ?_⟩
  -- two diagonal projectors cut out the entry
  have hcut : P * A * Q = A i j • D := by
    ext a b
    by_cases ha : a = i
    · by_cases hb : b = j
      · subst ha hb
        simp [P, Q, D]
      · simp [P, Q, D, hb]
    · simp [P, Q, D, ha]
  have h1 : ‖A i j‖ * ν.val D ≤ ν.val P * ν.val A * ν.val Q := by
    rw [← ν.smul_eq, ← hcut]
    exact (ν.mul_le _ _).trans (mul_le_mul_of_nonneg_right (ν.mul_le _ _) (ν.nonneg Q))
  rw [div_mul_eq_mul_div, le_div_iff₀ hD]
  linarith

/-- If `S` is Hermitian and the initial error has norm below one in a submultiplicative norm, then
its norm after `k` Newton-Schulz steps is at most the initial norm to the power `2 ^ k`, and the
error matrix tends to zero. -/
theorem newtonSchulz_converges (ν : SubmultNorm m) {S : Matrix n n ℂ} (hS : S.IsHermitian)
    (X₀ : Matrix n m ℂ) (h₀ : ν.val (defect S X₀) < 1) :
    (∀ k, ν.val (defect S (iter S X₀ k)) ≤ ν.val (defect S X₀) ^ (2 ^ k)) ∧
      Tendsto (fun k => defect S (iter S X₀ k)) atTop (𝓝 0) := by
  have hq := ν.nonneg (defect S X₀)
  have hb : ∀ k, ν.val (defect S (iter S X₀ k)) ≤ ν.val (defect S X₀) ^ (2 ^ k) := by
    intro k
    induction k with
    | zero => simp [iter]
    | succ k ih =>
      have he := ν.nonneg (defect S (iter S X₀ k))
      have he1 := ih.trans (pow_le_one₀ hq h₀.le)
      have hs := norm_defect_newtonStep_le ν hS (iter S X₀ k)
      have hsq := pow_le_pow_left₀ he ih 2
      rw [← pow_mul, ← pow_succ] at hsq
      change ν.val (defect S (newtonStep S (iter S X₀ k))) ≤ _
      nlinarith [mul_nonneg (sq_nonneg (ν.val (defect S (iter S X₀ k)))) (sub_nonneg.2 he1)]
  refine ⟨hb, ?_⟩
  have hν : Tendsto (fun k => ν.val (defect S (iter S X₀ k))) atTop (𝓝 0) :=
    squeeze_zero (fun k => ν.nonneg _)
      (fun k => (hb k).trans (pow_le_pow_of_le_one hq h₀.le Nat.lt_two_pow_self.le))
      (tendsto_pow_atTop_nhds_zero_of_lt_one hq h₀)
  -- convergence in the norm gives convergence of every entry
  refine tendsto_pi_nhds.2 fun i => tendsto_pi_nhds.2 fun j => ?_
  obtain ⟨C, hC⟩ := entry_le ν i j
  have hlim := hν.const_mul C
  rw [mul_zero] at hlim
  exact squeeze_zero_norm (fun k => hC _) hlim

/-- If `S` is Hermitian, the initial error has norm below one in a submultiplicative norm, and the
iterates converge to `X`, then the orbitals `X` are orthonormal with respect to the overlap matrix:
`Xᴴ S X = 1`. -/
theorem limit_orthonormal (ν : SubmultNorm m) {S : Matrix n n ℂ} (hS : S.IsHermitian)
    (X₀ X : Matrix n m ℂ) (h₀ : ν.val (defect S X₀) < 1)
    (hX : Tendsto (iter S X₀) atTop (𝓝 X)) : Xᴴ * S * X = 1 := by
  have hc : Continuous (fun Y : Matrix n m ℂ => defect S Y) :=
    continuous_const.sub
      ((continuous_id.matrix_conjTranspose.matrix_mul continuous_const).matrix_mul continuous_id)
  have h := tendsto_nhds_unique ((hc.tendsto X).comp hX) (newtonSchulz_converges ν hS X₀ h₀).2
  exact (sub_eq_zero.1 h).symm

/-- Started from `X₀ = 0`, the iteration keeps the error equal to the identity matrix. -/
theorem defect_iter_zero (S : Matrix n n ℂ) (k : ℕ) :
    defect S (iter S (0 : Matrix n m ℂ) k) = 1 := by
  have h : iter S (0 : Matrix n m ℂ) k = 0 := by
    induction k with
    | zero => rfl
    | succ k ih => simp [iter, newtonStep, ih]
  simp [h, defect, gram]

open scoped Matrix.Norms.Frobenius in
/-- The Frobenius norm as a submultiplicative matrix norm. -/
def frobenius (m : Type*) [Fintype m] [DecidableEq m] : SubmultNorm m where
  val A := ‖A‖
  nonneg A := norm_nonneg A
  eq_zero _ h := norm_eq_zero.1 h
  add_le A B := norm_add_le A B
  smul_eq c A := norm_smul c A
  mul_le A B := norm_mul_le A B

/-- The overlap matrix of two normalised basis functions with real overlap `s`. -/
def dimer (s : ℝ) : Matrix (Fin 2) (Fin 2) ℂ := !![1, (s : ℂ); (s : ℂ), 1]

open scoped Matrix.Norms.Frobenius in
/-- For two normalised basis functions with real overlap `s` satisfying `2 s² < 1`, the overlap
matrix is Hermitian and the error of the starting orbitals `X₀ = 1` has Frobenius norm below one. -/
theorem newtonSchulz_witness (s : ℝ) (hs : 2 * s ^ 2 < 1) :
    (dimer s).IsHermitian ∧
      (frobenius (Fin 2)).val (defect (dimer s) (1 : Matrix (Fin 2) (Fin 2) ℂ)) < 1 := by
  constructor
  · ext i j
    fin_cases i <;> fin_cases j <;> simp [dimer]
  · have hE : defect (dimer s) (1 : Matrix (Fin 2) (Fin 2) ℂ)
        = !![0, -(s : ℂ); -(s : ℂ), 0] := by
      ext i j
      fin_cases i <;> fin_cases j <;> simp [defect, gram, dimer]
    rw [hE]
    change ‖(!![0, -(s : ℂ); -(s : ℂ), 0] : Matrix (Fin 2) (Fin 2) ℂ)‖ < 1
    rw [Matrix.frobenius_norm_def]
    refine Real.rpow_lt_one (by positivity) ?_ (by norm_num)
    simp [Fin.sum_univ_two]
    linarith

end

end NewtonSchulzOrthogonalisation
```

```lean
#print axioms NewtonSchulzOrthogonalisation.newtonSchulz_converges
-- 'NewtonSchulzOrthogonalisation.newtonSchulz_converges' depends on axioms: [propext, Classical.choice, Quot.sound]
#print axioms NewtonSchulzOrthogonalisation.limit_orthonormal
-- 'NewtonSchulzOrthogonalisation.limit_orthonormal' depends on axioms: [propext, Classical.choice, Quot.sound]
#print axioms NewtonSchulzOrthogonalisation.defect_iter_zero
-- 'NewtonSchulzOrthogonalisation.defect_iter_zero' depends on axioms: [propext, Classical.choice, Quot.sound]
```

## How the proof follows the algebra

`gram_mul` gives $W^{\mathrm H}ZW$ for mixed orbitals. In `defect_newtonStep`, `hZ` and `hW` establish Hermiticity; `simp` then expands both sides as polynomials in $Z$, and `module` compares coefficients. `norm_defect_newtonStep_le` turns the recursion into the scalar inequality.

The induction in `newtonSchulz_converges` hands `nlinarith` the fact $e_k^2(1-e_k)\ge0$, which is the step $e_k^3\le e_k^2$. `squeeze_zero` gives $e_k\to0$, and `entry_le`, the projector argument, carries this to each entry. `limit_orthonormal` combines continuity of the error in $X$ with uniqueness of limits.

`defect_iter_zero` shows that the start $X_0=0$ leaves the error at the identity forever, so with at least one orbital some condition on the start is needed. `newtonSchulz_witness` meets the hypotheses with two normalised functions of real overlap $s$: from $X_0=1$ the initial Frobenius error is $\sqrt2\,|s|$, which is below one when $2s^2<1$.

## Fixing the Frobenius norm instead

The theorem could have been stated for the Frobenius norm alone. Entries are bounded directly by that norm, so `entry_le` would be unnecessary, but with two or more orbitals this can exclude starts that another norm admits. For two orbitals with $E_0=0.8\cdot1$, the spectral norm is $0.8$, while the Frobenius norm is $0.8\sqrt2>1$.
